# For a single band, the projection gauge maximises the Wannier function's overlap with a trial orbital

## Phases that cancel

A numerical diagonalisation returns each Bloch vector with an arbitrary phase. If the vectors are summed as they come, their overlaps with a chosen orbital can cancel. Take two orthonormal Bloch vectors whose overlaps with a normalised trial orbital g are 1/2 and −1/2. Their normalised sum is orthogonal to g, although each vector overlaps with it. Reversing one sign raises the overlap to 1/√2.

Trial-orbital projection chooses the phases from the overlaps themselves. For one band on a finite k mesh, this choice gives the largest overlap that phase changes allow.

## Overlap as a function of the gauge

Let ψ_k be N vectors, with N ≥ 1 and k running over the integers modulo N. The index only labels the N mesh points, so a mesh in any dimension can be numbered this way. A gauge is a choice of complex numbers c_k with |c_k| = 1. The home-cell Wannier function in that gauge is

w_c = N^(-1/2) ∑_k c_k ψ_k.

Write a_k = ⟨g, ψ_k⟩, with the inner product linear in its second argument. Then the maximum of |⟨g, w_c⟩| over all gauges is

M = N^(-1/2) ∑_k |a_k|.

Every gauge that makes all the products c_k a_k real and nonnegative attains it. The projection gauge is one of these: c_k = a_k*/|a_k| where a_k ≠ 0, and c_k = 1 where a_k = 0.

## Bound, equality and distance

By linearity,

⟨g, w_c⟩ = N^(-1/2) ∑_k c_k a_k.

The triangle inequality and |c_k| = 1 give

|⟨g, w_c⟩| ≤ N^(-1/2) ∑_k |c_k a_k| = M.

If each c_k a_k is real and nonnegative, it equals its own modulus |a_k|. The sum is then ∑_k |a_k|, and the bound is reached.

More generally, the bound is reached exactly when there is one unit phase u with c_k a_k = u|a_k| for all k. If such a u exists, it factors out of the sum and has modulus one. Conversely, suppose that S = ∑_k c_k a_k satisfies |S| = ∑_k |a_k|. Choose a unit phase v with vS = |S|. Taking real parts,

∑_k Re(v c_k a_k) = ∑_k |a_k|.

No term on the left exceeds the corresponding term on the right, so the terms agree one by one. A complex number whose real part equals its modulus has zero imaginary part, so v c_k a_k = |a_k|. Multiplying by v* gives the claim with u = v*.

Now let the ψ_k be orthonormal. Then

‖w_c‖² = (1/N) ∑_k |c_k|² = 1,

and therefore

‖g − w_c‖² = ‖g‖² + 1 − 2 Re⟨g, w_c⟩.

In every gauge Re⟨g, w_c⟩ ≤ |⟨g, w_c⟩| ≤ M. In the projection gauge ⟨g, w_c⟩ is real and equal to M, so no other gauge brings the Wannier function closer to g. A common phase u leaves the modulus of the overlap unchanged but can increase the distance.

## Reading the Lean statement

The space `E` is any complex inner-product space, of finite or infinite dimension. The family `ψ : ZMod N → E` holds the Bloch vectors, and `c : ZMod N → ℂ` is a gauge once `∀ k, ‖c k‖ = 1` is assumed. `wannier ψ c` is w_c, `alignPhase` is the phase that turns a number onto the nonnegative real axis, and `projectionGauge g ψ` applies it to each overlap.

In `isGreatest_overlap`, the set contains every value of |⟨g, w_c⟩| that some gauge produces. `IsGreatest` says that M belongs to this set and bounds it from above. The second half of the theorem says that every aligned gauge attains M.

The maximum needs neither orthonormality nor a Hamiltonian; `Orthonormal ℂ ψ` enters only for the norm and the distance. It stands for Bloch states at distinct k points, normalised and mutually orthogonal over the whole periodic crystal of N cells. The prefactor N^(-1/2) belongs to this normalisation; for states normalised over one cell it would be 1/N. The model has one band and one trial orbital. It does not address mixing between bands, smoothness in k or the spatial decay of the Wannier function.

## The Lean file

```lean
import Mathlib

open scoped InnerProductSpace ComplexConjugate

namespace TrialOrbitalProjection

noncomputable section

variable {N : ℕ} [NeZero N] {E : Type*} [NormedAddCommGroup E] [InnerProductSpace ℂ E]

/-- The home-cell Wannier function `N^(-1/2) ∑ c_k ψ_k` built from Bloch vectors `ψ_k`
with gauge factors `c_k`. -/
def wannier (ψ : ZMod N → E) (c : ZMod N → ℂ) : E :=
  (((Real.sqrt N)⁻¹ : ℝ) : ℂ) • ∑ k, c k • ψ k

/-- The phase that rotates a complex number `z` onto the nonnegative real axis,
taken to be `1` when `z = 0`. -/
def alignPhase (z : ℂ) : ℂ := if z = 0 then 1 else conj z / (‖z‖ : ℂ)

/-- The projection gauge: each Bloch vector is rotated by the phase that aligns its overlap
with the trial orbital `g`. -/
def projectionGauge (g : E) (ψ : ZMod N → E) (k : ZMod N) : ℂ := alignPhase ⟪g, ψ k⟫_ℂ

/-- The aligning phase has modulus one, and multiplying `z` by it gives the modulus of `z`. -/
theorem alignPhase_spec (z : ℂ) : ‖alignPhase z‖ = 1 ∧ alignPhase z * z = (‖z‖ : ℂ) := by
  unfold alignPhase
  split_ifs with h
  · simp [h]
  · have hr : ‖z‖ ≠ 0 := norm_ne_zero_iff.mpr h
    have hn : (‖z‖ : ℂ) ≠ 0 := Complex.ofReal_ne_zero.mpr hr
    constructor
    · rw [norm_div, RCLike.norm_conj, Complex.norm_real, norm_norm, div_self hr]
    · rw [div_mul_eq_mul_div, div_eq_iff hn, mul_comm (conj z) z, Complex.mul_conj,
        Complex.normSq_eq_norm_sq]
      push_cast
      ring

/-- The overlap of the trial orbital with the Wannier function is the normalised sum of the
Bloch overlaps, each multiplied by its gauge factor. -/
theorem inner_wannier (g : E) (ψ : ZMod N → E) (c : ZMod N → ℂ) :
    ⟪g, wannier ψ c⟫_ℂ = (((Real.sqrt N)⁻¹ : ℝ) : ℂ) * ∑ k, c k * ⟪g, ψ k⟫_ℂ := by
  simp only [wannier, inner_smul_right, inner_sum]

/-- In every gauge of unit phases, the modulus of the trial overlap is at most
`N^(-1/2) ∑ |⟨g, ψ_k⟩|`. -/
theorem overlap_le (g : E) (ψ : ZMod N → E) (c : ZMod N → ℂ) (hc : ∀ k, ‖c k‖ = 1) :
    ‖⟪g, wannier ψ c⟫_ℂ‖ ≤ (Real.sqrt N)⁻¹ * ∑ k, ‖⟪g, ψ k⟫_ℂ‖ := by
  have h0 : 0 ≤ (Real.sqrt N)⁻¹ := inv_nonneg.mpr (Real.sqrt_nonneg _)
  rw [inner_wannier, norm_mul, Complex.norm_real, Real.norm_of_nonneg h0]
  refine mul_le_mul_of_nonneg_left ((norm_sum_le _ _).trans_eq ?_) h0
  exact Finset.sum_congr rfl fun k _ => by rw [norm_mul, hc k, one_mul]

/-- A gauge of unit phases reaches the bound exactly when all the rotated overlaps
`c_k ⟨g, ψ_k⟩` are their moduli times one common phase `u`. -/
theorem overlap_eq_iff (g : E) (ψ : ZMod N → E) (c : ZMod N → ℂ) (hc : ∀ k, ‖c k‖ = 1) :
    ‖⟪g, wannier ψ c⟫_ℂ‖ = (Real.sqrt N)⁻¹ * ∑ k, ‖⟪g, ψ k⟫_ℂ‖ ↔
      ∃ u : ℂ, ‖u‖ = 1 ∧ ∀ k, c k * ⟪g, ψ k⟫_ℂ = u * (‖⟪g, ψ k⟫_ℂ‖ : ℂ) := by
  have hN : (0 : ℝ) < N := Nat.cast_pos.mpr (Nat.pos_of_ne_zero (NeZero.ne N))
  have h0 : 0 < (Real.sqrt N)⁻¹ := inv_pos.mpr (Real.sqrt_pos.mpr hN)
  rw [inner_wannier, norm_mul, Complex.norm_real, Real.norm_of_nonneg h0.le]
  constructor
  · intro h
    have hS := mul_left_cancel₀ h0.ne' h
    -- rotate the total sum onto the real axis and compare real parts term by term
    obtain ⟨hv, hvS⟩ := alignPhase_spec (∑ k, c k * ⟪g, ψ k⟫_ℂ)
    set v := alignPhase (∑ k, c k * ⟪g, ψ k⟫_ℂ) with hvdef
    have hnorm : ∀ k, ‖v * (c k * ⟪g, ψ k⟫_ℂ)‖ = ‖⟪g, ψ k⟫_ℂ‖ := fun k => by
      rw [norm_mul, norm_mul, hv, hc k, one_mul, one_mul]
    have hle : ∀ k ∈ Finset.univ, (v * (c k * ⟪g, ψ k⟫_ℂ)).re ≤ ‖⟪g, ψ k⟫_ℂ‖ :=
      fun k _ => (Complex.re_le_norm _).trans_eq (hnorm k)
    have hsum : ∑ k, (v * (c k * ⟪g, ψ k⟫_ℂ)).re = ∑ k, ‖⟪g, ψ k⟫_ℂ‖ := by
      rw [← Complex.re_sum, ← Finset.mul_sum, hvS, Complex.ofReal_re, hS]
    have hre := (Finset.sum_eq_sum_iff_of_le hle).mp hsum
    have hvv : conj v * v = 1 := by
      rw [Complex.conj_mul', hv]
      norm_num
    refine ⟨conj v, by rw [RCLike.norm_conj, hv], fun k => ?_⟩
    -- a complex number whose real part equals its modulus has no imaginary part
    have hk : v * (c k * ⟪g, ψ k⟫_ℂ) = (‖⟪g, ψ k⟫_ℂ‖ : ℂ) := by
      have h1 := hre k (Finset.mem_univ k)
      have h2 := Complex.sq_norm (v * (c k * ⟪g, ψ k⟫_ℂ))
      rw [hnorm k, Complex.normSq_apply, h1] at h2
      apply Complex.ext
      · rw [h1, Complex.ofReal_re]
      · rw [Complex.ofReal_im]
        exact mul_self_eq_zero.mp (by linarith [h2, sq ‖⟪g, ψ k⟫_ℂ‖])
    rw [← hk, ← mul_assoc, hvv, one_mul]
  · rintro ⟨u, hu, h⟩
    have hs : ∑ k, c k * ⟪g, ψ k⟫_ℂ = u * ((∑ k, ‖⟪g, ψ k⟫_ℂ‖ : ℝ) : ℂ) := by
      rw [Complex.ofReal_sum, Finset.mul_sum]
      exact Finset.sum_congr rfl fun k _ => h k
    rw [hs, norm_mul, hu, one_mul, Complex.norm_real,
      Real.norm_of_nonneg (Finset.sum_nonneg fun k _ => norm_nonneg _)]

/-- The maximum of the trial overlap over all gauges of unit phases is
`N^(-1/2) ∑ |⟨g, ψ_k⟩|`, and every gauge that makes each `c_k ⟨g, ψ_k⟩` real and
nonnegative attains it. -/
theorem isGreatest_overlap (g : E) (ψ : ZMod N → E) :
    IsGreatest {x : ℝ | ∃ c : ZMod N → ℂ, (∀ k, ‖c k‖ = 1) ∧ ‖⟪g, wannier ψ c⟫_ℂ‖ = x}
      ((Real.sqrt N)⁻¹ * ∑ k, ‖⟪g, ψ k⟫_ℂ‖) ∧
    ∀ c : ZMod N → ℂ, (∀ k, ‖c k‖ = 1) →
      (∀ k, ∃ r : ℝ, 0 ≤ r ∧ c k * ⟪g, ψ k⟫_ℂ = (r : ℂ)) →
      ‖⟪g, wannier ψ c⟫_ℂ‖ = (Real.sqrt N)⁻¹ * ∑ k, ‖⟪g, ψ k⟫_ℂ‖ := by
  refine ⟨⟨⟨projectionGauge g ψ, fun k => (alignPhase_spec _).1, ?_⟩, ?_⟩, ?_⟩
  · refine (overlap_eq_iff g ψ _ fun k => (alignPhase_spec _).1).mpr ⟨1, norm_one, fun k => ?_⟩
    rw [one_mul]
    exact (alignPhase_spec _).2
  · rintro x ⟨c, hc, rfl⟩
    exact overlap_le g ψ c hc
  · intro c hc h
    refine (overlap_eq_iff g ψ c hc).mpr ⟨1, norm_one, fun k => ?_⟩
    obtain ⟨r, hr, hk⟩ := h k
    -- a unit phase keeps the modulus, so the real number is the modulus of the overlap
    have hm : ‖⟪g, ψ k⟫_ℂ‖ = r := by
      have := congrArg norm hk
      rwa [norm_mul, hc k, one_mul, Complex.norm_real, Real.norm_of_nonneg hr] at this
    rw [hk, hm, one_mul]

/-- For orthonormal Bloch states, the Wannier function has norm one in every gauge of
unit phases. -/
theorem norm_sq_wannier (ψ : ZMod N → E) (hψ : Orthonormal ℂ ψ) (c : ZMod N → ℂ)
    (hc : ∀ k, ‖c k‖ = 1) : ‖wannier ψ c‖ ^ 2 = 1 := by
  have hs : ∑ k, conj (c k) * c k = (N : ℂ) := by
    simp [Complex.conj_mul', hc, ZMod.card]
  have h : ‖∑ k, c k • ψ k‖ ^ 2 = (N : ℝ) := by
    rw [@norm_sq_eq_re_inner ℂ, hψ.inner_sum c c Finset.univ, hs]
    simp
  rw [wannier, norm_smul, mul_pow, h, Complex.norm_real,
    Real.norm_of_nonneg (inv_nonneg.mpr (Real.sqrt_nonneg _)), inv_pow,
    Real.sq_sqrt (Nat.cast_nonneg N), inv_mul_cancel₀ (Nat.cast_ne_zero.mpr (NeZero.ne N))]

/-- For orthonormal Bloch states, the Wannier function of the projection gauge is at least as
close to the trial orbital as that of any other gauge of unit phases. -/
theorem projectionGauge_nearest (g : E) (ψ : ZMod N → E) (hψ : Orthonormal ℂ ψ)
    (c : ZMod N → ℂ) (hc : ∀ k, ‖c k‖ = 1) :
    ‖g - wannier ψ (projectionGauge g ψ)‖ ≤ ‖g - wannier ψ c‖ := by
  -- in the projection gauge the overlap is real and equal to the maximum
  have hp : RCLike.re ⟪g, wannier ψ (projectionGauge g ψ)⟫_ℂ
      = (Real.sqrt N)⁻¹ * ∑ k, ‖⟪g, ψ k⟫_ℂ‖ := by
    have hs : ∑ k, projectionGauge g ψ k * ⟪g, ψ k⟫_ℂ = ((∑ k, ‖⟪g, ψ k⟫_ℂ‖ : ℝ) : ℂ) := by
      rw [Complex.ofReal_sum]
      exact Finset.sum_congr rfl fun k _ => (alignPhase_spec _).2
    rw [inner_wannier, hs, ← Complex.ofReal_mul]
    exact Complex.ofReal_re _
  have hb := (RCLike.re_le_norm ⟪g, wannier ψ c⟫_ℂ).trans (overlap_le g ψ c hc)
  refine (pow_le_pow_iff_left₀ (norm_nonneg _) (norm_nonneg _) two_ne_zero).mp ?_
  rw [@norm_sub_sq ℂ, @norm_sub_sq ℂ, norm_sq_wannier ψ hψ c hc,
    norm_sq_wannier ψ hψ (projectionGauge g ψ) (fun k => (alignPhase_spec _).1), hp]
  linarith

end

end TrialOrbitalProjection
```

```lean
#print axioms TrialOrbitalProjection.isGreatest_overlap
#print axioms TrialOrbitalProjection.projectionGauge_nearest
```

```
'TrialOrbitalProjection.isGreatest_overlap' depends on axioms: [propext, Classical.choice, Quot.sound]
'TrialOrbitalProjection.projectionGauge_nearest' depends on axioms: [propext, Classical.choice, Quot.sound]
```

## How the proof follows the derivation

`alignPhase_spec` supplies the two properties of the aligning phase: it has modulus one, and it turns z into |z|. `inner_wannier` is the linear expansion of the overlap. `overlap_le` applies the triangle inequality through `norm_sum_le` and then removes the unit moduli term by term.

The longest proof is `overlap_eq_iff`. Its forward direction cancels N^(-1/2) and takes v to be the aligning phase of the total sum. The step `hsum` is the equality of the summed real parts, and `Finset.sum_eq_sum_iff_of_le` turns it into equality for each k. The step `hk` compares the squared modulus with the squares of the real and imaginary parts, which forces the imaginary part to vanish. The reverse direction factors u out of the sum.

`isGreatest_overlap` combines these results. Both attainment claims use the equality criterion with u = 1; for a general aligned gauge, the proof first identifies the nonnegative real number c_k a_k with |a_k|.

`norm_sq_wannier` uses orthonormality to reduce the squared norm of the unnormalised sum to N. `projectionGauge_nearest` then expands both squared distances with `norm_sub_sq`. The step `hp` evaluates the real part in the projection gauge, `hb` bounds it in any other gauge, and `linarith` compares the two.

## Projection in a calculation

For a single band, a code computes A_k = ⟨ψ_k, g⟩ at each k point and replaces ψ_k by ψ_k A_k/|A_k|. Since A_k = a_k*, this is the projection gauge. If the states and the trial orbital are stored as coefficients in a non-orthogonal basis, the inner product must include the basis overlap matrix.

It is sensible to check the smallest |A_k| before dividing. Where it is close to zero, small numerical errors can change the phase substantially, and a different trial orbital may be needed. For several bands m and as many trial orbitals g_n, the number A_k becomes, at each k, the matrix A with entries A_mn = ⟨ψ_mk, g_n⟩. When A is invertible, the division by |A_k| becomes Löwdin orthonormalisation of the projected orbitals: the bands are mixed by the unitary matrix A(A†A)^(-1/2), which reduces to A_k/|A_k| for one band.
